# Occupations in a determinant's orbitals fix its missing weight to within a factor of N

A Slater determinant is represented here by the finite set of spin orbitals that it occupies, and a state by nothing more than the weight it gives to each such set. Phases and coherences between determinants are thereby discarded. This loses nothing for the question at hand, because the occupation numbers in a fixed orbital basis depend on the weights alone.

Let $N$ be the number of electrons, and let $P(T)$ be the weight of determinant $T$, where $T$ runs over the $N$-element subsets of a finite set of orthonormal spin orbitals. The weights are nonnegative and sum to one. The occupation of spin orbital $i$ is $n_i=\sum_{T\ni i}P(T)$. Fix a reference determinant $S$ with $N$ orbitals. Then

$$1-P(S)\;\le\; N-\sum_{i\in S} n_i\;\le\; N\,\bigl(1-P(S)\bigr).$$

For a finite orbital set and a fixed electron number, the diagonal of the one-particle density matrix therefore bounds, from below and from above, the weight that a correlated state has outside a chosen determinant.

## The missing occupation is a mean excitation rank

Write $D=N-\sum_{i\in S}n_i$ for the occupation missing from the orbitals of $S$. Exchanging the two sums gives

$$\sum_{i\in S}n_i=\sum_{i\in S}\sum_{T\ni i}P(T)=\sum_T P(T)\,|S\cap T|.$$

Every orbital of $S$ is either in $T$ or not, so $|S\cap T|+|S\setminus T|=N$. Since the weights sum to one,

$$D=\sum_T P(T)\,\bigl(N-|S\cap T|\bigr)=\sum_T P(T)\,r(T),\qquad r(T)=|S\setminus T|.$$

The number $r(T)$ is the excitation rank of $T$ relative to $S$: 0 for $S$ itself, 1 for a single excitation, 2 for a double. Normalisation also gives $1-P(S)=\sum_{T\ne S}P(T)$.

It remains to compare the two sums term by term. If $r(T)=0$, then $S\subseteq T$, and equal size forces $T=S$. Hence $r(T)\ge 1$ for every $T\neq S$, which gives the lower bound. If every determinant with nonzero weight has $r(T)\le K$, then $D\le K(1-P(S))$. The choice $K=N$ is always allowed, because $S\setminus T$ is a subset of $S$, and it gives the upper bound.

Two sums ordered term by term are equal only if all their terms are equal. The lower bound is thus an equality exactly when only ranks 0 and 1 occur, and the upper bound exactly when every occurring determinant is $S$ or is disjoint from $S$.

## Two electrons in four spin orbitals

Take $N=2$, $S=\{1,2\}$ and the weights $P(\{1,2\})=0.90$, $P(\{1,3\})=0.06$, $P(\{3,4\})=0.04$. Then $n_1=0.96$ and $n_2=0.90$, so $D=2-1.86=0.14$. The mean rank agrees: $0.06\cdot1+0.04\cdot2=0.14$. The missing weight is $0.10$, and indeed $0.10\le0.14\le0.20$.

Read in the other direction, the sum $n_1+n_2$ alone gives $0.07\le 1-P(S)\le 0.14$, which places $P(S)$ between $0.86$ and $0.93$. The separate occupations can say more: $P(S)$ is one of the terms in $n_2$, so $P(S)\le n_2=0.90$.

In a determinant-based CI program that stores each $T$ as a bit string, $r(T)$ is the number of bits set in `S & ~T`, and, for a normalised CI vector with coefficients $c_T$, $D$ is the sum of $|c_T|^2\,r(T)$. If only the one-particle density matrix is available, $D$ comes from its diagonal, provided that the matrix is the expectation value for that CI vector and is written in the spin orbitals from which $S$ is built. For a CISD vector with reference $S$, $K=2$ gives $D/2\le 1-|c_S|^2\le D$, whatever the number of electrons.

## Determinants as finite sets in Lean

The type `ι` labels the spin orbitals, and a determinant is a term of type `Finset ι`.

```lean
import Mathlib

open Finset

namespace OccupationDeterminantDistance

variable {ι : Type*} [Fintype ι] [DecidableEq ι] {N : ℕ} {P : Finset ι → ℝ} {S : Finset ι}
```

The function `P` is defined on all finite sets of orbitals, including those of the wrong size. The field `card` fixes the electron number by making the weight vanish there, while `nonneg` and `total` make `P` a probability. These conditions hold for the determinant weights of a normalised $N$-electron pure state and equally for those of an ensemble of such states.

```lean
/-- `P` is a probability distribution on the determinants with `N` occupied orbitals. -/
structure IsDeterminantDistribution (N : ℕ) (P : Finset ι → ℝ) : Prop where
  nonneg : ∀ T, 0 ≤ P T
  card : ∀ T, T.card ≠ N → P T = 0
  total : ∑ T, P T = 1
```

The occupation is the marginal sum $n_i$. For a CI vector it is the diagonal element $\langle a_i^\dagger a_i\rangle$, although the file works with the sum and constructs no operators.

```lean
/-- The occupation of orbital `i`: the total weight of the determinants that contain it. -/
def occ (P : Finset ι → ℝ) (i : ι) : ℝ := ∑ T, if i ∈ T then P T else 0
```

## From exchanged sums to the two bounds

The first theorem is the identity $D=\sum_T P(T)\,r(T)$. The step `Finset.sum_comm` exchanges the sums, and `Finset.card_sdiff_add_card_inter` supplies $|S\setminus T|+|S\cap T|=|S|$.

```lean
/-- The occupation missing from the orbitals of `S` is the mean excitation rank, the average
number of orbitals of `S` that are empty. -/
theorem deficit_eq_mean_rank (hP : IsDeterminantDistribution N P) (hS : S.card = N) :
    (N : ℝ) - ∑ i ∈ S, occ P i = ∑ T, P T * ((S \ T).card : ℝ) := by
  -- exchange the sum over orbitals with the sum over determinants
  have hocc : ∑ i ∈ S, occ P i = ∑ T, P T * ((S ∩ T).card : ℝ) := by
    unfold occ
    rw [Finset.sum_comm]
    refine Finset.sum_congr rfl fun T _ => ?_
    rw [← Finset.sum_filter, Finset.sum_const, nsmul_eq_mul, Finset.filter_mem_eq_inter,
      mul_comm]
  have hsum : ∑ T, P T * ((S \ T).card : ℝ) + ∑ T, P T * ((S ∩ T).card : ℝ) = N := by
    rw [← Finset.sum_add_distrib]
    calc ∑ T, (P T * ((S \ T).card : ℝ) + P T * ((S ∩ T).card : ℝ))
        = ∑ T, P T * (N : ℝ) := by
          refine Finset.sum_congr rfl fun T _ => ?_
          have h : ((S \ T).card : ℝ) + ((S ∩ T).card : ℝ) = N := by
            exact_mod_cast (Finset.card_sdiff_add_card_inter S T).trans hS
          rw [← mul_add, h]
      _ = N := by rw [← Finset.sum_mul, hP.total, one_mul]
  linarith
```

Next comes the missing weight. The sum over $T\ne S$ is written as a sum over all $T$ whose term at $S$ is replaced by zero, so that it can be compared with the previous sum term by term.

```lean
/-- The weight missing from determinant `S` is the total weight of all other determinants. -/
theorem one_sub_weight (hP : IsDeterminantDistribution N P) (S : Finset ι) :
    1 - P S = ∑ T, if T = S then 0 else P T := by
  have h1 : ∑ T, (if T = S then P T else 0) = P S := by simp
  have h2 : ∑ T, P T = ∑ T, (if T = S then 0 else P T) + ∑ T, (if T = S then P T else 0) := by
    rw [← Finset.sum_add_distrib]
    exact Finset.sum_congr rfl fun T _ => by split_ifs <;> simp
  linarith [hP.total]
```

The comparison for the lower bound has three cases. For $T=S$ both sides vanish, and for a set of the wrong size the weight is zero. In the remaining case the rank is at least one, by the inclusion argument given above.

```lean
/-- The weight of a determinant other than `S` is at most its weight times its excitation
rank relative to `S`. -/
theorem weight_le_weight_mul_rank (hP : IsDeterminantDistribution N P) (hS : S.card = N)
    (T : Finset ι) : (if T = S then 0 else P T) ≤ P T * ((S \ T).card : ℝ) := by
  by_cases h : T = S
  · simp [h]
  by_cases hT : T.card = N
  · -- two different sets of equal size differ in at least one orbital
    have hpos : 1 ≤ (S \ T).card := by
      rw [Nat.one_le_iff_ne_zero]
      intro h0
      have hsub : S ⊆ T := Finset.sdiff_eq_empty_iff_subset.1 (Finset.card_eq_zero.1 h0)
      exact h (Finset.eq_of_subset_of_card_le hsub (by omega)).symm
    have hpos' : (1 : ℝ) ≤ ((S \ T).card : ℝ) := by exact_mod_cast hpos
    rw [if_neg h]
    exact le_mul_of_one_le_right (hP.nonneg T) hpos'
  · simp [hP.card T hT]
```

The upper estimate is stated for a general maximal rank `K`. The hypothesis `hK` restricts only determinants with nonzero weight, which is the situation in a CI expansion truncated at rank `K`. After both sides have been rewritten as sums, `nlinarith` multiplies $r(T)\le K$ by the nonnegative weight.

```lean
/-- If every determinant that occurs has excitation rank at most `K` relative to `S`, the
missing occupation is at most `K` times the missing weight. -/
theorem deficit_le_of_rank_le (hP : IsDeterminantDistribution N P) (hS : S.card = N) (K : ℕ)
    (hK : ∀ T, P T ≠ 0 → (S \ T).card ≤ K) :
    (N : ℝ) - ∑ i ∈ S, occ P i ≤ K * (1 - P S) := by
  rw [deficit_eq_mean_rank hP hS, one_sub_weight hP S, Finset.mul_sum]
  refine Finset.sum_le_sum fun T _ => ?_
  by_cases h : T = S
  · simp [h]
  by_cases h0 : P T = 0
  · simp [h0]
  have hr : ((S \ T).card : ℝ) ≤ K := by exact_mod_cast hK T h0
  rw [if_neg h]
  nlinarith [hP.nonneg T]
```

The main theorem joins the two parts. The first sums the termwise comparison, and the second takes `K` equal to `N`.

```lean
/-- The occupation missing from the orbitals of `S` lies between the weight missing from
determinant `S` and `N` times that weight. -/
theorem occupations_control_weight (hP : IsDeterminantDistribution N P) (hS : S.card = N) :
    1 - P S ≤ (N : ℝ) - ∑ i ∈ S, occ P i ∧
      (N : ℝ) - ∑ i ∈ S, occ P i ≤ N * (1 - P S) := by
  constructor
  · rw [one_sub_weight hP S, deficit_eq_mean_rank hP hS]
    exact Finset.sum_le_sum fun T _ => weight_le_weight_mul_rank hP hS T
  · exact deficit_le_of_rank_le hP hS N fun T _ =>
      (Finset.card_le_card Finset.sdiff_subset).trans hS.le
```

## When the bounds are attained

Both equality criteria rest on `Finset.sum_eq_sum_iff_of_le`, which turns equality of two termwise ordered sums into equality of every term. For the lower bound, cancelling a nonzero weight leaves $r(T)=1$ for each occurring $T\neq S$. The converse applies the truncated estimate with `K` equal to 1.

```lean
/-- The lower bound is an equality exactly when every determinant that occurs has excitation
rank at most one relative to `S`. -/
theorem lower_eq_iff (hP : IsDeterminantDistribution N P) (hS : S.card = N) :
    1 - P S = (N : ℝ) - ∑ i ∈ S, occ P i ↔ ∀ T, P T ≠ 0 → (S \ T).card ≤ 1 := by
  constructor
  · intro h T h0
    rw [one_sub_weight hP S, deficit_eq_mean_rank hP hS,
      Finset.sum_eq_sum_iff_of_le fun T _ => weight_le_weight_mul_rank hP hS T] at h
    have hT := h T (Finset.mem_univ T)
    by_cases hTS : T = S
    · simp [hTS]
    rw [if_neg hTS] at hT
    have h1 : ((S \ T).card : ℝ) = 1 := mul_left_cancel₀ h0 (by linarith)
    exact_mod_cast h1.le
  · intro h
    have hu := deficit_le_of_rank_le hP hS 1 h
    rw [Nat.cast_one, one_mul] at hu
    exact le_antisymm (occupations_control_weight hP hS).1 hu
```

For the upper bound the same cancellation leaves $r(T)=N$. Then $S\setminus T$ is all of $S$, so $T$ contains no orbital of $S$.

```lean
/-- The upper bound is an equality exactly when every determinant that occurs is `S` itself
or shares no orbital with `S`. -/
theorem upper_eq_iff (hP : IsDeterminantDistribution N P) (hS : S.card = N) :
    (N : ℝ) - ∑ i ∈ S, occ P i = N * (1 - P S) ↔
      ∀ T, P T ≠ 0 → T = S ∨ Disjoint S T := by
  have hle : ∀ T ∈ (Finset.univ : Finset (Finset ι)),
      P T * ((S \ T).card : ℝ) ≤ N * (if T = S then 0 else P T) := by
    intro T _
    by_cases h : T = S
    · simp [h]
    have hr : ((S \ T).card : ℝ) ≤ N := by
      exact_mod_cast (Finset.card_le_card Finset.sdiff_subset).trans hS.le
    rw [if_neg h]
    nlinarith [hP.nonneg T]
  rw [deficit_eq_mean_rank hP hS, one_sub_weight hP S, Finset.mul_sum,
    Finset.sum_eq_sum_iff_of_le hle]
  constructor
  · intro h T h0
    by_cases hTS : T = S
    · exact Or.inl hTS
    have hT := h T (Finset.mem_univ T)
    rw [if_neg hTS] at hT
    have h1 : ((S \ T).card : ℝ) = N := mul_left_cancel₀ h0 (by linarith)
    have h2 : (S \ T).card = N := by exact_mod_cast h1
    -- full excitation rank: no orbital of `S` survives in `T`
    have h3 : S \ T = S := Finset.eq_of_subset_of_card_le Finset.sdiff_subset (by omega)
    refine Or.inr (Finset.disjoint_left.2 fun i hi hiT => ?_)
    have hi' : i ∈ S \ T := by rw [h3]; exact hi
    exact (Finset.mem_sdiff.1 hi').2 hiT
  · intro h T _
    by_cases hTS : T = S
    · simp [hTS]
    by_cases h0 : P T = 0
    · simp [h0]
    have hd := (h T h0).resolve_left hTS
    rw [if_neg hTS, Finset.sdiff_eq_self_of_disjoint hd, hS, mul_comm]
```

The extreme case follows from the two bounds. If $D=0$, the lower bound gives $P(S)\ge1$, and no single weight exceeds the total. If $P(S)=1$, the bounds squeeze $D$ to zero.

```lean
/-- The occupations of the orbitals in `S` sum to `N` exactly when determinant `S` has
weight one. -/
theorem sum_occ_eq_iff (hP : IsDeterminantDistribution N P) (hS : S.card = N) :
    ∑ i ∈ S, occ P i = N ↔ P S = 1 := by
  obtain ⟨hl, hu⟩ := occupations_control_weight hP hS
  have h1 : P S ≤ 1 := by
    rw [← hP.total]
    exact Finset.single_le_sum (fun T _ => hP.nonneg T) (Finset.mem_univ S)
  constructor
  · intro h
    linarith
  · intro h
    rw [h, sub_self, mul_zero] at hu
    linarith
```

## Distance from a CI vector to a determinant

For a normalised complex CI vector $c$, the weights are $P(T)=|c_T|^2$. Removing the component along $S$ leaves a vector whose squared norm is

$$\sum_{T\ne S}|c_T|^2=1-|c_S|^2,$$

and this is the quantity that the deficit bounds from both sides. It is the squared distance to the projection of $c$ onto determinant $S$, not to the normalised determinant. In the proof, `hP` checks that the squared moduli form a determinant distribution, and `hD` is the displayed identity.

```lean
/-- For a normalised `N`-electron CI vector `c`, the missing occupation lies between the
squared distance from `c` to its component along determinant `S` and `N` times that. -/
theorem ci_distance_bounds (c : Finset ι → ℂ) (hc : ∀ T, T.card ≠ N → c T = 0)
    (hnorm : ∑ T, ‖c T‖ ^ 2 = 1) (hS : S.card = N) :
    ∑ T, ‖c T - (if T = S then c S else 0)‖ ^ 2
        ≤ (N : ℝ) - ∑ i ∈ S, occ (fun T => ‖c T‖ ^ 2) i ∧
      (N : ℝ) - ∑ i ∈ S, occ (fun T => ‖c T‖ ^ 2) i
        ≤ N * ∑ T, ‖c T - (if T = S then c S else 0)‖ ^ 2 := by
  have hP : IsDeterminantDistribution N (fun T => ‖c T‖ ^ 2) :=
    ⟨fun T => sq_nonneg _, fun T hT => by simp [hc T hT], hnorm⟩
  have hD : ∑ T, ‖c T - (if T = S then c S else 0)‖ ^ 2 = 1 - ‖c S‖ ^ 2 := by
    refine Eq.trans ?_ (one_sub_weight hP S).symm
    refine Finset.sum_congr rfl fun T _ => ?_
    by_cases h : T = S <;> simp [h]
  rw [hD]
  exact occupations_control_weight hP hS
```

The last theorem gives explicit distributions, namely mixtures of two determinants $S$ and $S'$ with weights $p$ and $1-p$. By the equality criteria, such a mixture attains the lower bound when $S'$ is a single excitation of $S$, and the upper bound when $S'$ is disjoint from $S$.

```lean
/-- Two `N`-electron determinants with weights `p` and `1 - p` form a determinant
distribution. -/
theorem mixture_witness {S' : Finset ι} (hS : S.card = N) (hS' : S'.card = N) {p : ℝ}
    (h0 : 0 ≤ p) (h1 : p ≤ 1) :
    IsDeterminantDistribution N
      (fun T => (if T = S then p else 0) + (if T = S' then 1 - p else 0)) where
  nonneg T := by

    split_ifs <;> linarith
  card T hT := by
    have hTS : T ≠ S := fun h => hT (by rw [h]; exact hS)
    have hTS' : T ≠ S' := fun h => hT (by rw [h]; exact hS')
    simp [hTS, hTS']
  total := by simp [Finset.sum_add_distrib]

end OccupationDeterminantDistance
```

```lean
#print axioms OccupationDeterminantDistance.occupations_control_weight
#print axioms OccupationDeterminantDistance.lower_eq_iff
#print axioms OccupationDeterminantDistance.sum_occ_eq_iff
#print axioms OccupationDeterminantDistance.ci_distance_bounds
```

```
'OccupationDeterminantDistance.occupations_control_weight' depends on axioms: [propext, Classical.choice, Quot.sound]
'OccupationDeterminantDistance.lower_eq_iff' depends on axioms: [propext, Classical.choice, Quot.sound]
'OccupationDeterminantDistance.sum_occ_eq_iff' depends on axioms: [propext, Classical.choice, Quot.sound]
'OccupationDeterminantDistance.ci_distance_bounds' depends on axioms: [propext, Classical.choice, Quot.sound]
```
